# Away from its poles, the zero-phonon RIXS sum of a displaced oscillator fixes the one- and two-phonon sums

In resonant inelastic X-ray scattering (RIXS) from one harmonic mode, initially without phonons and merely displaced in the intermediate state, the one- and two-phonon sums over intermediate levels are each a polynomial multiple of the zero-phonon sum, minus another polynomial. This holds whenever the complex detuning $z$ is none of $0,1,2,\dots$; all three series then converge absolutely. In this single-mode model a simulation therefore needs, in exact arithmetic, only one infinite sum to obtain all three.

## The mode, its weights and the sums

The mode starts in its phonon vacuum. Absorption displaces it without changing its frequency, and emission restores the original oscillator, in which the final phonons are counted. In units of the phonon energy, and measured from its lowest level, the intermediate Hamiltonian is
$$H=a^\dagger a+\sqrt g\,(a+a^\dagger)+g,$$
with levels $m=0,1,2,\dots$ and Huang–Rhys parameter $g>0$. The detuning $z$ is the incident photon energy minus the energy needed to reach the lowest intermediate level, plus $i$ times the lifetime broadening (half width at half maximum), in the same units. A nonzero broadening keeps $z$ off the real axis and so away from every pole. Electronic matrix elements, polarisation, further modes and thermal phonons are left out.

```lean
import Mathlib

noncomputable section

namespace PhononRIXS
```

The vacuum has weight $p_m=e^{-g}g^m/m!$ on level $m$. This is `fcWeight`, a real number that is later read as a complex one.

```lean
/-- The Poisson weight `exp(-g) g^m / m!` of the `m`-th intermediate vibrational level. -/
def fcWeight (g : ℝ) (m : ℕ) : ℝ := Real.exp (-g) * g ^ m / (Nat.factorial m : ℝ)
```

The dependence on the final phonon number $n$ enters through the Charlier polynomials, defined by $C_0(x)=1$ and the raising rule
$$C_{n+1}(x)=x\,C_n(x-1)-g\,C_n(x).$$

```lean
/-- The monic Charlier polynomials, built by the raising rule
`C (n+1) x = x * C n (x-1) - g * C n x` from `C 0 = 1`. -/
def charlier (g : ℝ) : ℕ → ℂ → ℂ
  | 0, _ => 1
  | n + 1, x => x * charlier g n (x - 1) - g * charlier g n x
```

The $n$-phonon sum, `rixsSum g z n`, is
$$F_n=\sum_{m=0}^\infty\frac{p_m\,C_n(m)}{z-m}.$$

```lean
/-- The `n`-phonon RIXS sum over intermediate levels `m` at complex detuning `z`,
for `z` not a natural number. -/
def rixsSum (g : ℝ) (z : ℂ) (n : ℕ) : ℂ :=
  ∑' m : ℕ, (fcWeight g m : ℂ) * charlier g n m / (z - m)
```

These polynomials are unnormalised. The scaled factor `overlapRatio` is $v_n(x)=C_n(x)/\sqrt{g^n n!}$, and the scattering amplitude is accordingly $F_n/\sqrt{g^n n!}$, up to the electronic prefactor.

```lean
/-- The Charlier polynomial divided by `sqrt (g^n n!)`, for `g > 0`. -/
def overlapRatio (g : ℝ) (x : ℂ) (n : ℕ) : ℂ :=
  charlier g n x / ((Real.sqrt g : ℂ) ^ n * (Real.sqrt (Nat.factorial n : ℝ) : ℂ))
```

## (a) A recursion in the phonon number

Show that, for every $n\ge 0$ and complex $x$,
$$C_{n+2}(x)=(x-(n+1)-g)\,C_{n+1}(x)-(n+1)g\,C_n(x).$$

Use induction on $n$, for all $x$ at once. For $n=0$, the raising rule gives $C_1(x)=x-g$ and
$$C_2(x)=x(x-1-g)-g(x-g)=(x-1-g)(x-g)-g.$$

For the step, start from $C_{n+3}(x)=x\,C_{n+2}(x-1)-g\,C_{n+2}(x)$ and insert the hypothesis at $x-1$ and at $x$. Writing $x-n-1-g=(x-n-2-g)+1$ in the second term, one finds
$$\begin{aligned}C_{n+3}(x)={}&(x-n-2-g)\,[x\,C_{n+1}(x-1)-g\,C_{n+1}(x)]\\&-(n+1)g\,[x\,C_n(x-1)-g\,C_n(x)]-g\,C_{n+1}(x).\end{aligned}$$
The brackets are $C_{n+2}(x)$ and $C_{n+1}(x)$, so the last two terms combine to $-(n+2)g\,C_{n+1}(x)$.

In the proof, `h1` and `h2` are the hypothesis at the two arguments, and `e1`, `e2`, `e3` are instances of the raising rule. The final `linear_combination` does the regrouping.

```lean
/-- The three-term recursion of the Charlier polynomials in the phonon number. -/
theorem charlier_succ_succ (g : ℝ) (n : ℕ) (x : ℂ) :
    charlier g (n + 2) x =
      (x - (n + 1) - g) * charlier g (n + 1) x - (n + 1) * g * charlier g n x := by
  induction n generalizing x with
  | zero =>
    simp only [charlier, Nat.cast_zero]
    ring
  | succ n ih =>
    have h1 := ih (x - 1)
    have h2 := ih x
    have e3 : charlier g (n + 3) x =
      x * charlier g (n + 2) (x - 1) - g * charlier g (n + 2) x := rfl
    have e2 : charlier g (n + 2) x =
      x * charlier g (n + 1) (x - 1) - g * charlier g (n + 1) x := rfl
    have e1 : charlier g (n + 1) x =
      x * charlier g n (x - 1) - g * charlier g n x := rfl
    change charlier g (n + 3) x = (x - (((n + 1 : ℕ) : ℂ) + 1) - g) * charlier g (n + 2) x
      - (((n + 1 : ℕ) : ℂ) + 1) * g * charlier g (n + 1) x
    push_cast
    linear_combination e3 + x * h1 - g * h2 - (x - n - 2 - g) * e2 + (n + 1) * g * e1
```

## (b) The displaced oscillator in the number basis

For $g>0$, show that the scaled factors satisfy
$$g\,v_0+\sqrt g\,v_1=x\,v_0,$$
$$(n+1+g)v_{n+1}+\sqrt g\left(\sqrt{n+2}\,v_{n+2}+\sqrt{n+1}\,v_n\right)=x\,v_{n+1}.$$

These are the components of $Hv=xv$ on phonon numbers $0$ and $n+1$. The first follows from $v_0=1$ and $v_1=(x-g)/\sqrt g$. For the second, put $N=\sqrt{g^{n+1}(n+1)!}$. Then
$$\sqrt g\sqrt{n+2}\,v_{n+2}=\frac{C_{n+2}}N,\qquad \sqrt g\sqrt{n+1}\,v_n=\frac{(n+1)g\,C_n}N.$$
The left side is therefore $[(n+1+g)C_{n+1}+C_{n+2}+(n+1)g\,C_n]/N$, which equals $x\,C_{n+1}/N$ by (a).

Lean states the component equations for any complex $x$, without operators or a Hilbert space. That the normalisable solutions sit at $x=m$ with $m=0,1,2,\dots$, and have squared vacuum component $p_m$ once normalised, is taken from the standard oscillator and not derived here. With it, $v_n(m)$ is the overlap of level $m$ with the $n$-phonon state, divided by its overlap with the vacuum.

The steps `s1` and `s2` split the square roots of the factorials, and `t2` and `t0` are the two displayed identities.

```lean
/-- For `g > 0` and every complex `x`, the scaled Charlier polynomials satisfy `H v = x v` component
by component in the phonon-number basis, where `H = a†a + √g (a + a†) + g`. Normalisability of `v`
is not claimed. -/
theorem overlapRatio_eigen {g : ℝ} (hg : 0 < g) (x : ℂ) :
    g * overlapRatio g x 0 + Real.sqrt g * overlapRatio g x 1 = x * overlapRatio g x 0 ∧
    ∀ n : ℕ, (n + 1 + g) * overlapRatio g x (n + 1)
      + Real.sqrt g * (Real.sqrt (n + 2) * overlapRatio g x (n + 2)
        + Real.sqrt (n + 1) * overlapRatio g x n) = x * overlapRatio g x (n + 1) := by
  have ha : (Real.sqrt g : ℂ) ≠ 0 := by
    exact_mod_cast (Real.sqrt_pos.2 hg).ne'
  have ha2 : (Real.sqrt g : ℂ) ^ 2 = g := by
    exact_mod_cast Real.sq_sqrt hg.le
  constructor
  · have h : (Real.sqrt g : ℂ) * ((x - g) / Real.sqrt g) = x - g := mul_div_cancel₀ _ ha
    simp only [overlapRatio, charlier, Nat.factorial, pow_zero, pow_one, Nat.cast_one,
      Real.sqrt_one, Complex.ofReal_one, mul_one, div_one]
    linear_combination h
  · intro n
    have s1 : Real.sqrt (Nat.factorial (n + 1) : ℝ)
        = Real.sqrt (n + 1) * Real.sqrt (Nat.factorial n : ℝ) := by
      rw [← Real.sqrt_mul (by positivity), Nat.factorial_succ]
      push_cast
      rfl
    have s2 : Real.sqrt (Nat.factorial (n + 2) : ℝ)
        = Real.sqrt (n + 2) * Real.sqrt (Nat.factorial (n + 1) : ℝ) := by
      rw [← Real.sqrt_mul (by positivity), Nat.factorial_succ (n + 1)]
      congr 1
      push_cast
      ring
    have hb : (Real.sqrt ((n : ℝ) + 1) : ℂ) ≠ 0 := by
      exact_mod_cast (Real.sqrt_pos.2 (by positivity : (0 : ℝ) < n + 1)).ne'
    have hc : (Real.sqrt ((n : ℝ) + 2) : ℂ) ≠ 0 := by
      exact_mod_cast (Real.sqrt_pos.2 (by positivity : (0 : ℝ) < n + 2)).ne'
    have hd : (Real.sqrt (Nat.factorial n : ℝ) : ℂ) ≠ 0 := by
      exact_mod_cast (Real.sqrt_pos.2 (by positivity : (0 : ℝ) < Nat.factorial n)).ne'
    have hb2 : (Real.sqrt ((n : ℝ) + 1) : ℂ) ^ 2 = n + 1 := by
      exact_mod_cast Real.sq_sqrt (by positivity : (0 : ℝ) ≤ n + 1)
    simp only [overlapRatio, s2, s1, Complex.ofReal_mul]
    have hrec := charlier_succ_succ g n x
    generalize (Real.sqrt g : ℂ) = a at *
    generalize (Real.sqrt ((n : ℝ) + 1) : ℂ) = b at *
    generalize (Real.sqrt ((n : ℝ) + 2) : ℂ) = c at *
    generalize (Real.sqrt (Nat.factorial n : ℝ) : ℂ) = d at *
    -- bring the three neighbouring components to one denominator
    have t2 : a * (c * (charlier g (n + 2) x / (a ^ (n + 2) * (c * (b * d)))))
        = charlier g (n + 2) x / (a ^ (n + 1) * (b * d)) := by
      field_simp
      ring
    have t0 : a * (b * (charlier g n x / (a ^ n * d)))
        = b ^ 2 * a ^ 2 * charlier g n x / (a ^ (n + 1) * (b * d)) := by
      field_simp
      ring
    rw [mul_add, t2, t0, hb2, ha2, hrec]
    ring
```

## (c) The sums without energy denominators

Show that
$$\sum_{m=0}^\infty p_m\,C_n(m)=\begin{cases}1,&n=0,\\0,&n\ge1.\end{cases}$$

For $n=0$ this is $e^{-g}e^g=1$. For the step, assume that the series for $n$ converges absolutely. Since $(m+1)p_{m+1}=g\,p_m$ and the $m=0$ term below vanishes,
$$\sum_{m=0}^\infty p_m\,m\,C_n(m-1)=\sum_{m=0}^\infty(m+1)p_{m+1}C_n(m)=g\sum_{m=0}^\infty p_m C_n(m).$$
By the raising rule, the sum for $n+1$ is this minus $g\sum_m p_m C_n(m)$, which gives zero. Physically, removing the denominators leaves the overlap of the $n$-phonon state with the vacuum.

`HasSum` says that the series converges, in any order of its terms, to the stated value. In the proof, `hp` is the relation between weights and `hs` is the shifted sum.

```lean
/-- The weighted mean of the `n`-th Charlier polynomial is one for `n = 0` and zero otherwise. -/
theorem hasSum_charlier (g : ℝ) (n : ℕ) :
    HasSum (fun m : ℕ => (fcWeight g m : ℂ) * charlier g n m) (if n = 0 then 1 else 0) := by
  induction n with
  | zero =>
    have h : HasSum (fun m : ℕ => g ^ m / (Nat.factorial m : ℝ)) (Real.exp g) := by
      rw [Real.exp_eq_exp_ℝ]
      exact NormedSpace.expSeries_div_hasSum_exp g
    have h1 : HasSum (fcWeight g) 1 := by
      have e : fcWeight g = fun m : ℕ => Real.exp (-g) * (g ^ m / (Nat.factorial m : ℝ)) := by
        funext m
        simp only [fcWeight, mul_div_assoc]
      have e1 : Real.exp (-g) * Real.exp g = 1 := by
        rw [← Real.exp_add, neg_add_cancel, Real.exp_zero]
      rw [e, ← e1]
      exact h.mul_left (Real.exp (-g))
    simpa [charlier] using Complex.hasSum_ofReal.2 h1
  | succ n ih =>
    -- the weights obey (m+1) p_(m+1) = g p_m, which shifts the first sum
    have hp : ∀ m : ℕ, (fcWeight g (m + 1) : ℂ) * (m + 1) = g * fcWeight g m := by
      intro m
      have h : fcWeight g (m + 1) * (m + 1) = g * fcWeight g m := by
        have hm : (Nat.factorial m : ℝ) ≠ 0 := by positivity
        simp only [fcWeight, Nat.factorial_succ, pow_succ]
        push_cast
        field_simp
      exact_mod_cast h
    have hs : HasSum (fun m : ℕ => (fcWeight g m : ℂ) * (m * charlier g n (m - 1)))
        (g * (if n = 0 then 1 else 0)) := by
      have e : (fun m : ℕ => (fcWeight g (m + 1) : ℂ) *
          (((m + 1 : ℕ) : ℂ) * charlier g n (((m + 1 : ℕ) : ℂ) - 1)))
          = fun m : ℕ => (g : ℂ) * ((fcWeight g m : ℂ) * charlier g n m) := by
        funext m
        push_cast
        rw [add_sub_cancel_right]
        linear_combination charlier g n m * hp m
      refine (hasSum_nat_add_iff' 1).1 ?_
      rw [Finset.sum_range_one, Nat.cast_zero, zero_mul, mul_zero, sub_zero, e]
      exact ih.mul_left (g : ℂ)
    convert hs.sub (ih.mul_left (g : ℂ)) using 1
    · rfl
    · funext m
      simp only [charlier]
      ring
    · simp
```

## (d) Absolute convergence with energy denominators

Show that, for every $n$,
$$\sum_{m=0}^\infty\left|\frac{p_m\,C_n(m)}{z-m}\right|<\infty.$$

If $m\ge|z|+1$, then $|z-m|\ge m-|z|\ge1$. From there on each term is at most $|p_m C_n(m)|$, whose sum is finite by (c). Finitely many earlier terms do no harm.

The theorem does not exclude natural $z$, because Lean's division by zero returns zero and so removes the resonant term; the later parts exclude such $z$. The `filter_upwards` step restricts the comparison to large $m$.

```lean
/-- Every `n`-phonon RIXS series converges absolutely, where for natural `z` the resonant term
`m = z` is counted as zero. -/
theorem summable_rixs (g : ℝ) (z : ℂ) (n : ℕ) :
    Summable (fun m : ℕ => ‖(fcWeight g m : ℂ) * charlier g n m / (z - m)‖) := by
  refine Summable.norm (Summable.of_norm_bounded_eventually_nat
    (hasSum_charlier g n).summable.norm ?_)
  -- far from resonance the denominator has modulus at least one
  filter_upwards [Filter.eventually_ge_atTop ⌈‖z‖ + 1⌉₊] with m hm
  have h1 : ‖z‖ + 1 ≤ m := Nat.ceil_le.1 hm
  have h2 := norm_sub_norm_le (m : ℂ) z
  rw [norm_sub_rev, Complex.norm_natCast] at h2
  rw [norm_div]
  exact div_le_self (norm_nonneg _) (by linarith)
```

## (e) Trading a level index for the detuning

Let $w_m$ be any complex sequence with $\sum_m w_m=s$ and $\sum_m w_m/(z-m)=S$, and let $z\ne m$ for every natural $m$. Show that
$$\sum_{m=0}^\infty\frac{m\,w_m}{z-m}=zS-s.$$

Since $z-m\neq0$,
$$\frac{m}{z-m}=\frac{z-(z-m)}{z-m}=\frac z{z-m}-1.$$
Multiply by $w_m$ and sum. The hypothesis `hz` states that $z$ avoids the poles, and `h'` uses it to cancel the denominator.

```lean
/-- A factor `m` in the numerator of a resonant sum is traded for `z`, minus the sum without
energy denominators. -/
theorem hasSum_resonant {w : ℕ → ℂ} {s S z : ℂ} (hz : ∀ m : ℕ, z ≠ m) (hw : HasSum w s)
    (hS : HasSum (fun m : ℕ => w m / (z - m)) S) :
    HasSum (fun m : ℕ => m * w m / (z - m)) (z * S - s) := by
  convert (hS.mul_left z).sub hw using 1
  · rfl
  funext m
  have h : z - m ≠ 0 := sub_ne_zero.2 (hz m)
  have h' : w m / (z - m) * (z - m) = w m := div_mul_cancel₀ _ h
  linear_combination -h'
```

## (f) All phonon numbers from the zero-phonon sum

For $z$ away from the poles, show that
$$F_1=(z-g)F_0-1,$$
$$F_{n+2}=(z-(n+1)-g)F_{n+1}-(n+1)g\,F_n\qquad(n\ge0).$$

Since $C_1(m)=m-g$, part (e) with $w_m=p_m$ and $s=1$ gives $F_1=(zF_0-1)-gF_0$. For the second equation, insert (a) at $x=m$ into $F_{n+2}$. The term with a factor $m$ is handled by (e) with $w_m=p_m C_{n+1}(m)$. Here $s=0$ by (c), so
$$F_{n+2}=zF_{n+1}-(n+1+g)F_{n+1}-(n+1)g\,F_n.$$

In Lean, `A` records that each series converges to its `rixsSum`. Both equations then follow because a series has only one sum.

```lean
/-- The RIXS sums of all phonon numbers follow from the zero-phonon sum by a three-term
recursion, with an extra `-1` in the first step only. -/
theorem rixsSum_recursion (g : ℝ) {z : ℂ} (hz : ∀ m : ℕ, z ≠ m) :
    rixsSum g z 1 = (z - g) * rixsSum g z 0 - 1 ∧
    ∀ n : ℕ, rixsSum g z (n + 2) =
      (z - (n + 1) - g) * rixsSum g z (n + 1) - (n + 1) * g * rixsSum g z n := by
  have A : ∀ n, HasSum (fun m : ℕ => (fcWeight g m : ℂ) * charlier g n m / (z - m))
      (rixsSum g z n) := fun n => (summable_rixs g z n).of_norm.hasSum
  constructor
  · have h := (hasSum_resonant hz (hasSum_charlier g 0) (A 0)).sub ((A 0).mul_left (g : ℂ))
    refine (A 1).unique ?_
    convert h using 1
    · rfl
    · funext m
      simp only [charlier]
      ring
    · rw [if_pos rfl]
      ring
  · intro n
    have h := ((hasSum_resonant hz (hasSum_charlier g (n + 1)) (A (n + 1))).sub
      ((A (n + 1)).mul_left ((n : ℂ) + 1 + g))).sub ((A n).mul_left (((n : ℂ) + 1) * g))
    refine (A (n + 2)).unique ?_
    convert h using 1
    · rfl
    · funext m
      rw [charlier_succ_succ]
      ring
    · rw [if_neg (Nat.succ_ne_zero n)]
      ring
```

## (g) The one- and two-phonon sums in closed form

Now let $S=\sum_m p_m/(z-m)$ be the zero-phonon sum, with $z$ away from the poles. Show that this series and the two below converge absolutely, and that
$$\sum_{m=0}^\infty\frac{p_m(m-g)}{z-m}=(z-g)S-1,$$
$$\sum_{m=0}^\infty\frac{p_m\left((m-g)^2-m\right)}{z-m}=\left((z-g)^2-z\right)S-(z-g-1).$$

From (a), $C_1(m)=m-g$ and $C_2(m)=(m-g)^2-m$, so the three series are $F_0$, $F_1$ and $F_2$, and (d) gives their convergence. The first formula is the first equation of (f). The second equation of (f) at $n=0$ gives
$$\begin{aligned}F_2&=(z-1-g)\left[(z-g)S-1\right]-gS\\&=\left[(z-g)^2-(z-g)-g\right]S-(z-g-1),\end{aligned}$$
and the bracket equals $(z-g)^2-z$. For $g>0$, the normalised amplitudes are $F_1/\sqrt g$ and $F_2/(\sqrt2\,g)$.

The theorem allows any real $g$; the oscillator interpretation uses $g>0$. Its hypothesis `hS` merely names the zero-phonon sum. The proof identifies the first three polynomials through `c0`, `c1` and `c2`, then substitutes `r1` into `r2` as above.

```lean
/-- The one- and two-phonon RIXS series converge absolutely, as does the zero-phonon series `S`,
and both are given in closed form by `S`. -/
theorem rixs_one_two_phonon (g : ℝ) {z S : ℂ} (hz : ∀ m : ℕ, z ≠ m)
    (hS : S = ∑' m : ℕ, (fcWeight g m : ℂ) / (z - m)) :
    Summable (fun m : ℕ => ‖(fcWeight g m : ℂ) / (z - m)‖) ∧
    Summable (fun m : ℕ => ‖(fcWeight g m : ℂ) * (m - g) / (z - m)‖) ∧
    Summable (fun m : ℕ => ‖(fcWeight g m : ℂ) * ((m - g) ^ 2 - m) / (z - m)‖) ∧
    ∑' m : ℕ, (fcWeight g m : ℂ) * (m - g) / (z - m) = (z - g) * S - 1 ∧
    ∑' m : ℕ, (fcWeight g m : ℂ) * ((m - g) ^ 2 - m) / (z - m)
      = ((z - g) ^ 2 - z) * S - (z - g - 1) := by
  have c0 : ∀ x, charlier g 0 x = 1 := fun _ => rfl
  have c1 : ∀ x, charlier g 1 x = x - g := fun x => by
    simp only [charlier]
    ring
  have c2 : ∀ x, charlier g 2 x = (x - g) ^ 2 - x := fun x => by
    simp only [charlier]
    ring
  have s0 := summable_rixs g z 0
  have s1 := summable_rixs g z 1
  have s2 := summable_rixs g z 2
  obtain ⟨r1, r⟩ := rixsSum_recursion g hz
  have r2 := r 0
  simp only [zero_add, Nat.cast_zero] at r2
  rw [r1] at r2
  simp only [rixsSum, c0, c1, c2, mul_one] at s0 s1 s2 r1 r2
  rw [← hS] at r1 r2
  refine ⟨s0, s1, s2, r1, ?_⟩
  rw [r2]
  ring

end PhononRIXS
```

```lean
#print axioms PhononRIXS.overlapRatio_eigen
-- 'PhononRIXS.overlapRatio_eigen' depends on axioms: [propext, Classical.choice, Quot.sound]
#print axioms PhononRIXS.rixs_one_two_phonon
-- 'PhononRIXS.rixs_one_two_phonon' depends on axioms: [propext, Classical.choice, Quot.sound]
```
